# With mirror-symmetric spectral weights, odd steps of residual minimization gain nothing

Take a linear system $Ay=b$ with starting guess zero, so that $b$ is also the starting residual. Step $n$ of a Krylov method allows $y=s(A)b$ with a polynomial $s$ of degree at most $n-1$ (and $y=0$ for $n=0$). The residual is then
$$b-Ay=p(A)b,\qquad p(x)=1-x\,s(x),$$
so $p$ has degree at most $n$ and $p(0)=1$. Residual minimization picks the $p$ that makes $\|p(A)b\|$ smallest. If $A$ is a real symmetric matrix with eigenvalues $\lambda_j$, and $b$ has components $c_j$ along orthonormal eigenvectors, then $\|p(A)b\|^2=\sum_j c_j^2\,p(\lambda_j)^2$. A step is called odd or even according to $n$.

```lean
import Mathlib

open Polynomial

namespace ResidualStagnation

noncomputable section
```

The file loads the library Mathlib and switches on the notation `ℝ[X]` for polynomials with real coefficients.

## Residual polynomials and the symmetric residual

```lean
/-- A residual polynomial of step `n`: its degree is at most `n` and its value at zero is one. -/
def IsResidualPoly (n : ℕ) (p : ℝ[X]) : Prop :=
  p.natDegree ≤ n ∧ p.eval 0 = 1
```

`IsResidualPoly n p` is the condition above: $\deg p\le n$ and $p(0)=1$. In Lean a condition of this kind is a `Prop`, a statement that may be true or false of a given $n$ and $p$.

```lean
/-- The even part `(p(x) + p(-x)) / 2` of a polynomial. -/
def evenPart (p : ℝ[X]) : ℝ[X] := (1 / 2 : ℝ) • (p + p.comp (-X))
```

The even part of $p$ is $e(x)=\tfrac12\,(p(x)+p(-x))$. The expression `p.comp (-X)` is $p$ with $-x$ substituted for $x$.

```lean
/-- The squared residual for a spectrum symmetric about zero: the nodes `x i` and `-x i`
carry the same weight `w i`. -/
def symResidual {ι : Type*} [Fintype ι] (w x : ι → ℝ) (p : ℝ[X]) : ℝ :=
  ∑ i, w i * (p.eval (x i) ^ 2 + p.eval (-x i) ^ 2)
```

The squared residual is
$$R(p)=\sum_i w_i\left(p(x_i)^2+p(-x_i)^2\right).$$
The index $i$ runs over a finite set `ι`. Each $i$ stands for a pair of eigenvalues $\pm x_i$, and $w_i$ is the squared component of $b$ along each of the two eigenvectors. The symmetry is thus built into the definition: the spectrum is symmetric about zero, and $b$ weighs both partners equally. The weights need not be normalised; the starting value is $R(1)=2\sum_i w_i=\|b\|^2$. A node $x_i=0$ is its own partner and is counted twice, so for a single zero eigenvalue $w_i$ is half the squared component of $b$.

```lean
/-- The infimum of the squared residual over all residual polynomials of step `n`. -/
def bestResidual {ι : Type*} [Fintype ι] (w x : ι → ℝ) (n : ℕ) : ℝ :=
  sInf (symResidual w x '' {p | IsResidualPoly n p})
```

`bestResidual w x n`, written $R_n$ below, is the infimum of $R(p)$ over all residual polynomials of step $n$. It describes the ideal minimum, not a particular algorithm or its rounding errors.

## The even part needs one degree less and loses no accuracy

```lean
/-- The value of the even part at `t` is the mean of the values of `p` at `t` and `-t`. -/
theorem evenPart_eval (p : ℝ[X]) (t : ℝ) :
    (evenPart p).eval t = (p.eval t + p.eval (-t)) / 2 := by
  simp only [evenPart, eval_smul, eval_add, eval_comp, eval_neg, eval_X, smul_eq_mul]
  ring
```

A theorem in Lean has a name, its hypotheses, a colon, the statement, and after `:=` the proof. This one says $e(t)=\tfrac12(p(t)+p(-t))$ for every real $t$. `simp only` unfolds the definition, and `ring` finishes the algebra.

```lean
/-- The even part of a residual polynomial of step `2k+1` is a residual polynomial of
step `2k`. -/
theorem evenPart_isResidualPoly {k : ℕ} {p : ℝ[X]} (hp : IsResidualPoly (2 * k + 1) p) :
    IsResidualPoly (2 * k) (evenPart p) := by
  refine ⟨?_, ?_⟩
  · rw [natDegree_le_iff_coeff_eq_zero]
    intro N hN
    have hX : (-X : ℝ[X]) = C (-1) * X := by simp
    rw [evenPart, hX, coeff_smul, coeff_add, comp_C_mul_X_coeff]
    rcases Nat.eq_or_lt_of_le (Nat.succ_le_of_lt hN) with h | h
    · -- the leading odd coefficient cancels
      have hodd : (-1 : ℝ) ^ N = -1 := Odd.neg_one_pow ⟨k, by omega⟩
      rw [hodd, smul_eq_mul]
      ring
    · have h0 : p.coeff N = 0 :=
        coeff_eq_zero_of_natDegree_lt (lt_of_le_of_lt hp.1 (by omega))
      rw [h0, smul_eq_mul]
      ring
  · rw [evenPart_eval, neg_zero, hp.2]
    norm_num
```

If $p$ is a residual polynomial of step $2k+1$, then $e$ is one of step $2k$. By hand, write $p(x)=\sum_{j=0}^{2k+1}a_jx^j$. Then
$$e(x)=\sum_{j=0}^{2k+1}a_j\,\frac{1+(-1)^j}{2}\,x^j .$$
The coefficient of $x^{2k+1}$ vanishes, so $\deg e\le 2k$, and $e(0)=p(0)=1$.

The proof shows that every coefficient of $e$ with index $N>2k$ is zero. For $N=2k+1$ the sign $(-1)^N=-1$ gives the cancellation (`hodd`). For larger $N$ the coefficient of $p$ is already zero (`h0`). The last two lines check the value at zero.

```lean
/-- The squared residual of `p` is that of its even part plus the contribution of its
odd part. -/
theorem symResidual_split {ι : Type*} [Fintype ι] (w x : ι → ℝ) (p : ℝ[X]) :
    symResidual w x p = symResidual w x (evenPart p) +
      2 * ∑ i, w i * ((p.eval (x i) - p.eval (-x i)) / 2) ^ 2 := by
  simp only [symResidual, evenPart_eval, neg_neg]
  rw [Finset.mul_sum, ← Finset.sum_add_distrib]
  refine Finset.sum_congr rfl fun i _ => ?_
  ring
```

The squared residual splits into an even and an odd contribution. Abbreviate $p_\pm=p(\pm x_i)$. For each $i$,
$$p_+^2+p_-^2=2\left(\frac{p_++p_-}{2}\right)^2+2\left(\frac{p_+-p_-}{2}\right)^2 .$$
The even part takes the value $\tfrac12(p_++p_-)$ at both $x_i$ and $-x_i$, so the first term on the right is $e(x_i)^2+e(-x_i)^2$. Multiplying by $w_i$ and summing gives
$$R(p)=R(e)+2\sum_i w_i\left(\frac{p(x_i)-p(-x_i)}{2}\right)^2 .$$
The Lean proof merges the sums on the right into one, compares the two sides term by term with `Finset.sum_congr`, and leaves the identity for each $i$ to `ring`.

## Stagnation at every odd step

```lean
/-- For nonnegative weights on a symmetric spectrum, every residual polynomial of step `2k+1`
is matched or beaten by one of step `2k`. -/
theorem odd_step_no_gain {ι : Type*} [Fintype ι] (w x : ι → ℝ) (hw : ∀ i, 0 ≤ w i)
    {k : ℕ} {p : ℝ[X]} (hp : IsResidualPoly (2 * k + 1) p) :
    ∃ q, IsResidualPoly (2 * k) q ∧ symResidual w x q ≤ symResidual w x p := by
  refine ⟨evenPart p, evenPart_isResidualPoly hp, ?_⟩
  have h : 0 ≤ ∑ i, w i * ((p.eval (x i) - p.eval (-x i)) / 2) ^ 2 :=
    Finset.sum_nonneg fun i _ => mul_nonneg (hw i) (sq_nonneg _)
  linarith [symResidual_split w x p]
```

The hypothesis `hw` says $w_i\ge0$ for all $i$, as it must be for squared components. The statement reads: for every residual polynomial $p$ of step $2k+1$ there is a residual polynomial $q$ of step $2k$ with $R(q)\le R(p)$. Take $q=e$. The odd contribution in the splitting is a sum of nonnegative terms, which is `h`, so $R(e)\le R(p)$; `linarith` draws this conclusion.

```lean
/-- Every-other-step stagnation: for nonnegative weights on a symmetric spectrum, the best
squared residual of step `2k+1` equals that of step `2k`. -/
theorem bestResidual_stagnates {ι : Type*} [Fintype ι] (w x : ι → ℝ) (hw : ∀ i, 0 ≤ w i)
    (k : ℕ) : bestResidual w x (2 * k + 1) = bestResidual w x (2 * k) := by
  -- both infima run over nonempty sets of nonnegative numbers
  have hb : ∀ n, BddBelow (symResidual w x '' {p | IsResidualPoly n p}) := by
    intro n
    refine ⟨0, ?_⟩
    rintro _ ⟨p, _, rfl⟩
    exact Finset.sum_nonneg fun i _ => mul_nonneg (hw i) (by positivity)
  have hne : ∀ n, (symResidual w x '' {p | IsResidualPoly n p}).Nonempty :=
    fun n => ⟨_, 1, ⟨by simp, by simp⟩, rfl⟩
  apply le_antisymm
  · apply le_csInf (hne _)
    rintro _ ⟨p, hp, rfl⟩
    exact csInf_le (hb _) ⟨p, ⟨hp.1.trans (Nat.le_succ _), hp.2⟩, rfl⟩
  · apply le_csInf (hne _)
    rintro _ ⟨p, hp, rfl⟩
    obtain ⟨q, hq, hle⟩ := odd_step_no_gain w x hw hp
    exact (csInf_le (hb _) ⟨q, hq, rfl⟩).trans hle
```

This is the equality $R_{2k+1}=R_{2k}$ for every $k\ge0$. By hand, there are two inequalities:

- A polynomial allowed at step $2k$ is also allowed at step $2k+1$, so $R_{2k+1}\le R_{2k}$.
- For each $p$ of step $2k+1$ the previous theorem gives a $q$ of step $2k$ with $R_{2k}\le R(q)\le R(p)$. Taking the infimum over $p$ gives $R_{2k}\le R_{2k+1}$.

`le_antisymm` splits the equality into these two parts, in this order. The preliminary facts `hb` and `hne` say that the values of $R$ are bounded below by zero and that the constant polynomial $1$ is always allowed, so each $R_n$ is a genuine infimum.

## The same argument for an operator with a reflection

```lean
section Operator

variable {V : Type*} [NormedAddCommGroup V] [InnerProductSpace ℝ V]

/-- A linear isometry `S` that anticommutes with `A` carries `p(A) v` to `p(-A) S v`. -/
theorem reflect_aeval (A : V →ₗ[ℝ] V) (S : V →ₗᵢ[ℝ] V)
    (hS : ∀ v, S (A v) = -A (S v)) (p : ℝ[X]) (v : V) :
    S (aeval A p v) = aeval (-A) p (S v) := by
  have hpow : ∀ (n : ℕ) (u : V), S ((A ^ n) u) = ((-A) ^ n) (S u) := by
    intro n
    induction n with
    | zero => intro u; simp
    | succ n ih =>
      intro u
      rw [pow_succ, pow_succ, Module.End.mul_apply, Module.End.mul_apply, ih, hS,
        LinearMap.neg_apply]
  induction p using Polynomial.induction_on' with
  | add p q hp hq => rw [map_add, map_add, LinearMap.add_apply, LinearMap.add_apply,
      map_add, hp, hq]
  | monomial n a =>
    rw [aeval_monomial, aeval_monomial, Module.End.mul_apply, Module.End.mul_apply,
      Module.algebraMap_end_apply, Module.algebraMap_end_apply, map_smul, hpow]
```

Now $V$ is a real inner product space of any dimension, $A$ (`V →ₗ[ℝ] V`) is a linear operator defined on all of it, and $S$ (`V →ₗᵢ[ℝ] V`) is a linear map that preserves the norm. `aeval A p` is Lean's form of $p(A)$. The hypothesis `hS` is the anticommutation $SA=-AS$. The theorem states
$$S\,p(A)v=p(-A)\,Sv .$$
For powers this is an induction:
$$SA^{n+1}u=SA^n(Au)=(-A)^nS(Au)=(-A)^{n+1}Su .$$
That is `hpow`. Linearity extends it to all polynomials, which the proof treats as sums of monomials.

```lean
/-- If a linear isometry anticommutes with `A` and fixes the starting residual `b`, then every
residual `p(A) b` of step `2k+1` is matched or beaten in norm by one of step `2k`. -/
theorem operator_odd_step_no_gain (A : V →ₗ[ℝ] V) (S : V →ₗᵢ[ℝ] V)
    (hS : ∀ v, S (A v) = -A (S v)) (b : V) (hb : S b = b)
    {k : ℕ} {p : ℝ[X]} (hp : IsResidualPoly (2 * k + 1) p) :
    ∃ q, IsResidualPoly (2 * k) q ∧ ‖aeval A q b‖ ≤ ‖aeval A p b‖ := by
  refine ⟨evenPart p, evenPart_isResidualPoly hp, ?_⟩
  have hr := reflect_aeval A S hS p b
  rw [hb] at hr
  -- the even part averages the residual and its mirror image
  have he : aeval A (evenPart p) b = (1 / 2 : ℝ) • (aeval A p b + S (aeval A p b)) := by
    rw [hr, evenPart, map_smul, map_add, aeval_comp, map_neg, aeval_X,
      LinearMap.smul_apply, LinearMap.add_apply]
  have hn := norm_add_le (aeval A p b) (S (aeval A p b))
  rw [S.norm_map] at hn
  rw [he, norm_smul, Real.norm_of_nonneg (by norm_num : (0 : ℝ) ≤ 1 / 2)]
  linarith

end Operator
```

Assume also $Sb=b$, and put $r=p(A)b$. The previous theorem gives $Sr=p(-A)b$, hence
$$e(A)b=\tfrac12(r+Sr),\qquad \|e(A)b\|\le\tfrac12\left(\|r\|+\|Sr\|\right)=\|r\| .$$
In the proof, `he` is the first formula, `norm_add_le` is the triangle inequality, and `S.norm_map` is $\|Sr\|=\|r\|$. The operator $A$ need not be symmetric. The conclusion is stated for each polynomial separately, in the norm itself and not its square.

An example from electronic structure is a non-interacting tight-binding Hamiltonian with real hopping between two sublattices only and no on-site energies: $S$ flips the sign on one sublattice, and $Sb=b$ means that $b$ lives on the other. For such a model and such a $b$, odd steps of residual minimization for $Hy=b$ at zero energy bring no improvement.

```lean
/-- The exchange of real and imaginary part, `z ↦ i z̄`, as a real-linear operator on the
plane. -/
def exchange : ℂ →ₗ[ℝ] ℂ where
  toFun z := Complex.I * star z
  map_add' a b := by rw [star_add, mul_add]
  map_smul' r a := by
    apply Complex.ext <;> simp
```

The smallest such model has two sites. The complex numbers serve here as the real plane, with $\alpha+i\beta$ standing for real amplitudes $\alpha$ and $\beta$ on the two sites. The map $z\mapsto i\bar z$ sends $\alpha+i\beta$ to $\beta+i\alpha$, so it is the hopping matrix $\begin{pmatrix}0&1\\1&0\end{pmatrix}$.

```lean
/-- The exchange operator is symmetric, anticommutes with complex conjugation, which fixes
the vector `1`, and does not annihilate that vector. -/
theorem operator_odd_step_witness :
    exchange.IsSymmetric ∧
    (∀ z, Complex.conjLIE.toLinearIsometry (exchange z) =
      -exchange (Complex.conjLIE.toLinearIsometry z)) ∧
    Complex.conjLIE.toLinearIsometry 1 = 1 ∧ exchange 1 ≠ 0 := by
  refine ⟨?_, ?_, ?_, ?_⟩
  · intro z u
    simp [exchange, Complex.inner]
  · intro z
    simp [exchange]
  · simp
  · simp [exchange]
```

Four facts are checked: the exchange operator is symmetric; complex conjugation, in the role of $S$, anticommutes with it; conjugation fixes the vector $1$; and the operator sends $1$ to something nonzero, namely $i$. The anticommutation by hand is $\overline{i\bar z}=-iz$, while exchange applied to $\bar z$ gives $iz$. The operator theorem therefore applies to a symmetric example in which $A$ acts nontrivially on $b$.

## Where a step does gain

```lean
/-- For the nodes `1` and `-1` with unit weights, every residual polynomial of step one has
squared residual at least two, while `1 - x²` of step two has squared residual zero. -/
theorem even_step_gains :
    (∀ p, IsResidualPoly 1 p →
      2 ≤ symResidual (fun _ : Fin 1 => 1) (fun _ => 1) p) ∧
    IsResidualPoly 2 (1 - X ^ 2) ∧
    symResidual (fun _ : Fin 1 => 1) (fun _ => 1) (1 - X ^ 2) = 0 := by
  refine ⟨?_, ⟨by compute_degree, by simp⟩, by simp [symResidual]⟩
  intro p hp
  obtain ⟨q, hq, hle⟩ := odd_step_no_gain (fun _ : Fin 1 => (1 : ℝ)) (fun _ => 1)
    (fun _ => zero_le_one) (k := 0) hp
  -- a residual polynomial of step zero is the constant one
  have hc := eq_C_of_natDegree_le_zero hq.1
  have h1 := hq.2
  rw [hc, eval_C] at h1
  rw [h1] at hc
  rw [hc] at hle
  norm_num [symResidual] at hle ⊢
  exact hle
```

`Fin 1` is an index set with one element, so there is a single pair of nodes $\pm1$, with unit weights. By `odd_step_no_gain` with $k=0$, any $p$ of step one satisfies $R(p)\ge R(q)$ for some $q$ of step zero. Such a $q$ is the constant $1$, and $R(1)=1+1=2$. At step two, $1-x^2$ vanishes at both nodes and gives $R=0$. Relative to $\|b\|^2=2$, the squared residual stays at $1$ through step one and can drop to $0$ at step two.

```lean
/-- For the single node `1` without its mirror image, step zero leaves the squared residual
at one, while `1 - x` of step one brings it to zero. -/
theorem one_sided_odd_step_gains :
    (∀ q, IsResidualPoly 0 q → q.eval 1 ^ 2 = 1) ∧
    IsResidualPoly 1 (1 - X) ∧ (1 - X : ℝ[X]).eval 1 ^ 2 = 0 := by
  refine ⟨?_, ⟨by compute_degree, by simp⟩, by simp⟩
  intro q hq
  have hc := eq_C_of_natDegree_le_zero hq.1
  have h1 := hq.2
  rw [hc, eval_C] at h1
  rw [hc, eval_C, h1, one_pow]

end

end ResidualStagnation
```

With the node $1$ alone, the squared residual is $p(1)^2$. At step zero it equals $1$, since the only choice is the constant $1$; at step one, $1-x$ brings it to $0$. Without the mirror node, an odd step can gain everything.

```lean
#print axioms ResidualStagnation.odd_step_no_gain
#print axioms ResidualStagnation.bestResidual_stagnates
#print axioms ResidualStagnation.even_step_gains
#print axioms ResidualStagnation.one_sided_odd_step_gains
```

```
'ResidualStagnation.odd_step_no_gain' depends on axioms: [propext, Classical.choice, Quot.sound]
'ResidualStagnation.bestResidual_stagnates' depends on axioms: [propext, Classical.choice, Quot.sound]
'ResidualStagnation.even_step_gains' depends on axioms: [propext, Classical.choice, Quot.sound]
'ResidualStagnation.one_sided_odd_step_gains' depends on axioms: [propext, Classical.choice, Quot.sound]
```
